# Energy moments of the Mulliken-projected density of states are diagonal elements of $(S^{-1}H)^p$ for a full set of real orthonormal orbitals

A program that squares orbital coefficients to project a density of states onto normalised, non-orthogonal basis functions gets projections that do not add up to the total. In the two-function example below, with the basis functions normalised, the squares sum to 7 in one orbital and to 13 in the other, although each orbital has unit norm. Mulliken weights repair the sums. Sums alone, however, cannot reveal that the energies were stored in a different order from the orbitals, because no energy enters them. The energy moments can.

## Unit sums and moments of the weights

Let $S$ be the overlap matrix and $H$ the Hamiltonian matrix of a finite real basis. Column $k$ of the square matrix $C$ holds the coefficients of orbital $k$, with energy $e_k$, and $E=\mathrm{diag}(e)$. The orbitals are orthonormal and solve the generalised eigenvalue problem:

$$C^T S C = 1,\qquad HC = SCE .$$

The Mulliken weight of basis function $i$ in orbital $k$ is $w_{ik}=C_{ik}(SC)_{ik}$. Then

$$\sum_k w_{ik}=1,\qquad \sum_i w_{ik}=1,\qquad \sum_k w_{ik}\,e_k^p=\big[(S^{-1}H)^p\big]_{ii}$$

for every natural number $p$, with $e_k^0=1$.

The projected density of states is a set of lines. Its strength at energy $\varepsilon$ is

$$D_i(\varepsilon)=\sum_{k:\,e_k=\varepsilon} w_{ik}.$$

This strength is the same for every full set of real orthonormal solutions of the same problem.

## Where projection routines use these identities

For one-electron levels in a finite real basis, the column sums let the projected curves of an electronic-structure code add up to its total density of states, and the row sums give each basis function a total weight of one.

The case $p=1$ is a cheap check on a projection routine. Solve $SX=H$ for $X$ and compare $X_{ii}$ with $\sum_k w_{ik}e_k$. Computing $X_{ii}$ needs no eigenvectors, so the comparison can expose misordered energies or a missing factor of $S$.

The independence of $D_i(\varepsilon)$ from the chosen solutions matters at degenerate levels. Two eigensolvers may return different orthonormal combinations there, and the individual $w_{ik}$ may then differ. Their sum over the level does not.

## From orthonormality to the moments

The condition $C^TSC=1$ says that $C^TS$ is a left inverse of $C$. Since $C$ is square, it is also a right inverse:

$$C\,C^T S=1 .$$

Hence $S^{-1}=CC^T$. This matrix is symmetric, so $S$ is symmetric too, and therefore $(C^TS)_{ki}=(SC)_{ik}$. The two sums are now diagonal elements of known products:

$$\sum_k w_{ik}=\sum_k C_{ik}(C^TS)_{ki}=(CC^TS)_{ii}=1,$$

$$\sum_i w_{ik}=\sum_i (C^TS)_{ki}C_{ik}=(C^TSC)_{kk}=1 .$$

For the moments, insert $CC^TS=1$ to the right of $H$ and use the eigenvalue equation:

$$S^{-1}H=CC^T\,HC\,C^TS=C\,(C^TSC)\,E\,C^TS=C\,E\,C^TS .$$

Powers telescope. For $p=0$ the claim $(S^{-1}H)^p=CE^pC^TS$ is $1=CC^TS$. If it holds for $p$, then

$$(S^{-1}H)^{p+1}=CE^p\,(C^TSC)\,E\,C^TS=CE^{p+1}C^TS .$$

The diagonal element is

$$\big[(S^{-1}H)^p\big]_{ii}=\sum_k C_{ik}\,e_k^p\,(C^TS)_{ki}=\sum_k w_{ik}e_k^p .$$

Summing over $i$ and using the column sums gives $\sum_k e_k^p=\mathrm{tr}\,(S^{-1}H)^p$.

By linearity, any real polynomial $P$ satisfies

$$\sum_k w_{ik}P(e_k)=\big[P(S^{-1}H)\big]_{ii}.$$

Now take two sets of solutions, with energies $e$ and $e'$, and let $T$ be the finite set of all values in either list. Choose

$$P(x)=\prod_{t\in T,\;t\ne\varepsilon}(x-t).$$

This polynomial vanishes at every level except $\varepsilon$, and $P(\varepsilon)\neq0$. For either set of solutions the left side becomes $P(\varepsilon)D_i(\varepsilon)$, while the right side contains only $S$ and $H$. Dividing by $P(\varepsilon)$ shows that the two projected densities agree. If $\varepsilon$ is not a level, both are zero.

## Two basis functions and a weight of −1

Number the functions and orbitals from 0, as Lean does, and take

$$S=\begin{pmatrix}5&-3\\-3&2\end{pmatrix},\quad H=\begin{pmatrix}-3&1\\1&0\end{pmatrix},\quad C=\begin{pmatrix}1&1\\1&2\end{pmatrix},\quad e=(-1,1).$$

Then

$$SC=\begin{pmatrix}2&-1\\-1&1\end{pmatrix},\qquad w=\begin{pmatrix}2&-1\\-1&2\end{pmatrix}.$$

Multiplying $SC$ from the left by $C^T$ gives the identity, and $HC=SCE=\begin{pmatrix}-2&-1\\1&1\end{pmatrix}$. All rows and columns of $w$ sum to one, yet $w_{01}=-1$.

For the first moments,

$$S^{-1}H=\begin{pmatrix}2&3\\3&5\end{pmatrix}\begin{pmatrix}-3&1\\1&0\end{pmatrix}=\begin{pmatrix}-3&2\\-4&3\end{pmatrix}.$$

The weights give $2(-1)+(-1)(1)=-3$ for function 0 and $(-1)(-1)+2(1)=3$ for function 1, as the diagonal requires. The square of $S^{-1}H$ is the identity, and both second moments are $2-1=1$.

The basis functions here have squared norms 5 and 2. Normalising them makes their overlap $-3/\sqrt{10}\approx-0.949$ and multiplies the rows of $C$ by $\sqrt5$ and $\sqrt2$. The rows of $SC$ are divided by the same factors, so the weights do not change. The squared coefficients become 5 and 2 in orbital 0, and 5 and 8 in orbital 1, which are the sums of 7 and 13 quoted at the start.

## The matrices and the proof in Lean

The type `ι` is a finite index set that labels both basis functions and orbitals, which is how the file says that $C$ is square. `Matrix ι ι ℝ` holds $S$, $H$ and $C$, and `e : ι → ℝ` is the list of energies. The hypotheses `hC` and `hH` are orthonormality and the eigenvalue equation. `weight S C i k` is $w_{ik}$, and `pdos S C e i ε` is $D_i(\varepsilon)$, the strength of a line and not a broadened curve.

The lemmas follow the derivation:

- `completeness` turns the left inverse into a right inverse with `mul_eq_one_comm`.
- `overlap_symmetric` shows that $S$ and $S^T$ are both inverses of $CC^T$, so they are equal. `dual_apply` reads off $(C^TS)_{ki}=(SC)_{ik}$.
- `weight_sums` compares diagonal elements of the two products that equal the identity.
- `pow_spectral` first establishes $S^{-1}H=CEC^TS$, then telescopes the powers by induction on `p`.
- `projected_moment` takes the diagonal element, and `total_moment` exchanges the two sums to obtain the trace.
- `projected_polynomial` treats monomials with the moment formula and adds them up.
- `pdos_unique` builds the product polynomial over `T.erase ε`. Its local statement `pick` is the step in which only the level $\varepsilon$ survives, and `mul_left_cancel₀` performs the division by $P(\varepsilon)$.
- `negative_weight_witness` checks the hypotheses for the example above, entry by entry, together with $w_{01}=-1$.

```lean
import Mathlib

open Matrix

namespace ProjectedDensityOfStates

noncomputable section

variable {ι : Type*} [Fintype ι] [DecidableEq ι]

/-- The Mulliken weight of basis function `i` in orbital `k`, for overlap matrix `S` and
orbital coefficients `C`. -/
def weight (S C : Matrix ι ι ℝ) (i k : ι) : ℝ := C i k * (S * C) i k

/-- The density of states projected on basis function `i`: the total weight of `i` in the
orbitals whose energy is exactly `ε`. -/
def pdos (S C : Matrix ι ι ℝ) (e : ι → ℝ) (i : ι) (ε : ℝ) : ℝ :=
  ∑ k, if e k = ε then weight S C i k else 0

/-- A square set of orbitals that is orthonormal with respect to `S` is complete. -/
theorem completeness {S C : Matrix ι ι ℝ} (hC : Cᵀ * S * C = 1) : C * (Cᵀ * S) = 1 :=
  mul_eq_one_comm.mp hC

/-- An overlap matrix that admits a square set of orthonormal real orbitals is symmetric. -/
theorem overlap_symmetric {S C : Matrix ι ι ℝ} (hC : Cᵀ * S * C = 1) : Sᵀ = S := by
  have h1 : C * Cᵀ * S = 1 := by rw [mul_assoc]; exact completeness hC
  have h2 : C * Cᵀ * Sᵀ = 1 := by
    have h := congrArg Matrix.transpose (mul_eq_one_comm.mp h1)
    rwa [transpose_mul, transpose_mul, transpose_transpose, transpose_one] at h
  -- both `S` and its transpose are the inverse of `C Cᵀ`
  exact (Matrix.inv_eq_right_inv h2).symm.trans (Matrix.inv_eq_right_inv h1)

/-- For orthonormal orbitals, the dual coefficients `Cᵀ S` are the transpose of `S C`. -/
theorem dual_apply {S C : Matrix ι ι ℝ} (hC : Cᵀ * S * C = 1) (i k : ι) :
    (Cᵀ * S) k i = (S * C) i k := by
  have h : Cᵀ * S = (S * C)ᵀ := by rw [transpose_mul, overlap_symmetric hC]
  rw [h, transpose_apply]

/-- For a square set of orthonormal orbitals, the weights of each basis function sum to one
over the orbitals, and the weights in each orbital sum to one over the basis functions. -/
theorem weight_sums {S C : Matrix ι ι ℝ} (hC : Cᵀ * S * C = 1) :
    (∀ i, ∑ k, weight S C i k = 1) ∧ (∀ k, ∑ i, weight S C i k = 1) := by
  constructor
  · intro i
    have h := congrFun (congrFun (completeness hC) i) i
    rw [Matrix.mul_apply, Matrix.one_apply_eq] at h
    rw [← h]
    refine Finset.sum_congr rfl fun k _ => ?_
    rw [dual_apply hC, weight]
  · intro k
    have h := congrFun (congrFun hC k) k
    rw [Matrix.mul_apply, Matrix.one_apply_eq] at h
    rw [← h]
    refine Finset.sum_congr rfl fun i _ => ?_
    rw [dual_apply hC, weight, mul_comm]

/-- For orthonormal orbitals that solve `H C = S C E` with diagonal `E`, every power of
`S⁻¹ H` is `C Eᵖ Cᵀ S`. -/
theorem pow_spectral {S H C : Matrix ι ι ℝ} {e : ι → ℝ} (hC : Cᵀ * S * C = 1)
    (hH : H * C = S * C * diagonal e) (p : ℕ) :
    (S⁻¹ * H) ^ p = C * diagonal e ^ p * (Cᵀ * S) := by
  have hinv : S⁻¹ = C * Cᵀ :=
    Matrix.inv_eq_left_inv (by rw [mul_assoc]; exact completeness hC)
  have hone : S⁻¹ * H = C * diagonal e * (Cᵀ * S) := by
    calc S⁻¹ * H = C * Cᵀ * (H * (C * (Cᵀ * S))) := by
          rw [completeness hC, mul_one, hinv]
      _ = C * Cᵀ * (H * C * (Cᵀ * S)) := by rw [mul_assoc H]
      _ = C * (Cᵀ * S * C) * diagonal e * (Cᵀ * S) := by
          rw [hH]; simp only [mul_assoc]
      _ = C * diagonal e * (Cᵀ * S) := by rw [hC, mul_one]
  induction p with
  | zero => rw [pow_zero, pow_zero, mul_one, completeness hC]
  | succ p ih =>
    -- the inner factor `Cᵀ S C` is the identity, so the powers telescope
    calc (S⁻¹ * H) ^ (p + 1)
        = C * diagonal e ^ p * (Cᵀ * S) * (C * diagonal e * (Cᵀ * S)) := by
          rw [pow_succ, ih, hone]
      _ = C * diagonal e ^ p * (Cᵀ * S * C) * diagonal e * (Cᵀ * S) := by
          simp only [mul_assoc]
      _ = C * diagonal e ^ (p + 1) * (Cᵀ * S) := by
          rw [hC, mul_one, pow_succ, mul_assoc C]

/-- Moments of the projected density of states: for orthonormal orbitals that solve
`H C = S C E` with diagonal `E`, the `p`-th energy moment of the weights of basis function
`i` is the `i`-th diagonal element of `(S⁻¹ H)ᵖ`. -/
theorem projected_moment {S H C : Matrix ι ι ℝ} {e : ι → ℝ} (hC : Cᵀ * S * C = 1)
    (hH : H * C = S * C * diagonal e) (i : ι) (p : ℕ) :
    ∑ k, weight S C i k * e k ^ p = ((S⁻¹ * H) ^ p) i i := by
  rw [pow_spectral hC hH, Matrix.diagonal_pow, Matrix.mul_apply]
  refine Finset.sum_congr rfl fun k _ => ?_
  rw [Matrix.mul_diagonal, dual_apply hC, weight, Pi.pow_apply]
  ring

/-- For orthonormal orbitals that solve `H C = S C E` with diagonal `E`, the sum of the
`p`-th powers of the orbital energies is the trace of `(S⁻¹ H)ᵖ`. -/
theorem total_moment {S H C : Matrix ι ι ℝ} {e : ι → ℝ} (hC : Cᵀ * S * C = 1)
    (hH : H * C = S * C * diagonal e) (p : ℕ) :
    ∑ k, e k ^ p = ((S⁻¹ * H) ^ p).trace := by
  have h : ((S⁻¹ * H) ^ p).trace = ∑ i, ∑ k, weight S C i k * e k ^ p :=
    Finset.sum_congr rfl fun i _ => (projected_moment hC hH i p).symm
  rw [h, Finset.sum_comm]
  refine Finset.sum_congr rfl fun k _ => ?_
  rw [← Finset.sum_mul, (weight_sums hC).2 k, one_mul]

/-- For orthonormal orbitals that solve `H C = S C E` with diagonal `E`, the weighted average
of a polynomial of the energy is a diagonal element of that polynomial of `S⁻¹ H`. -/
theorem projected_polynomial {S H C : Matrix ι ι ℝ} {e : ι → ℝ} (hC : Cᵀ * S * C = 1)
    (hH : H * C = S * C * diagonal e) (i : ι) (P : Polynomial ℝ) :
    ∑ k, weight S C i k * P.eval (e k) = (Polynomial.aeval (S⁻¹ * H) P) i i := by
  induction P using Polynomial.induction_on' with
  | add P Q hP hQ =>
    rw [map_add, Matrix.add_apply, ← hP, ← hQ, ← Finset.sum_add_distrib]
    refine Finset.sum_congr rfl fun k _ => ?_
    rw [Polynomial.eval_add, mul_add]
  | monomial p a =>
    rw [Polynomial.aeval_monomial, ← Algebra.smul_def, Matrix.smul_apply,
      ← projected_moment hC hH, smul_eq_mul, Finset.mul_sum]
    refine Finset.sum_congr rfl fun k _ => ?_
    rw [Polynomial.eval_monomial]
    ring

/-- Two square sets of orthonormal orbitals that solve `H C = S C E` with diagonal `E`, for the
same `H` and `S`, have the same projected density of states at every energy. -/
theorem pdos_unique {S H C C' : Matrix ι ι ℝ} {e e' : ι → ℝ}
    (hC : Cᵀ * S * C = 1) (hH : H * C = S * C * diagonal e)
    (hC' : C'ᵀ * S * C' = 1) (hH' : H * C' = S * C' * diagonal e') (i : ι) (ε : ℝ) :
    pdos S C e i ε = pdos S C' e' i ε := by
  let T : Finset ℝ := Finset.univ.image e ∪ Finset.univ.image e'
  -- a polynomial that vanishes at every level except `ε`
  obtain ⟨P, hne, hz⟩ : ∃ P : Polynomial ℝ,
      P.eval ε ≠ 0 ∧ ∀ x ∈ T, x ≠ ε → P.eval x = 0 := by
    refine ⟨∏ x ∈ T.erase ε, (Polynomial.X - Polynomial.C x), ?_, ?_⟩
    · rw [Polynomial.eval_prod, Finset.prod_ne_zero_iff]
      intro x hx
      rw [Polynomial.eval_sub, Polynomial.eval_X, Polynomial.eval_C]
      exact sub_ne_zero.2 (Finset.ne_of_mem_erase hx).symm
    · intro x hx hxε
      rw [Polynomial.eval_prod]
      exact Finset.prod_eq_zero (Finset.mem_erase.2 ⟨hxε, hx⟩) (by simp)
  have pick : ∀ (A : Matrix ι ι ℝ) (f : ι → ℝ), (∀ k, f k ∈ T) →
      ∑ k, weight S A i k * P.eval (f k) = P.eval ε * pdos S A f i ε := by
    intro A f hf
    rw [pdos, Finset.mul_sum]
    refine Finset.sum_congr rfl fun k _ => ?_
    by_cases h : f k = ε
    · rw [if_pos h, h, mul_comm]
    · rw [if_neg h, hz _ (hf k) h, mul_zero, mul_zero]
  have he : ∀ k, e k ∈ T := fun k =>
    Finset.mem_union_left _ (Finset.mem_image_of_mem e (Finset.mem_univ k))
  have he' : ∀ k, e' k ∈ T := fun k =>
    Finset.mem_union_right _ (Finset.mem_image_of_mem e' (Finset.mem_univ k))
  apply mul_left_cancel₀ hne
  rw [← pick C e he, ← pick C' e' he', projected_polynomial hC hH,
    projected_polynomial hC' hH']

/-- An explicit pair of orthonormal orbitals with energies `-1` and `1` in a non-orthogonal
basis of two functions, in which one Mulliken weight equals `-1`. -/
theorem negative_weight_witness :
    (!![1, 1; 1, 2] : Matrix (Fin 2) (Fin 2) ℝ)ᵀ * !![5, -3; -3, 2] * !![1, 1; 1, 2] = 1 ∧
    (!![-3, 1; 1, 0] : Matrix (Fin 2) (Fin 2) ℝ) * !![1, 1; 1, 2]
      = !![5, -3; -3, 2] * !![1, 1; 1, 2] * diagonal ![-1, 1] ∧
    weight (!![5, -3; -3, 2] : Matrix (Fin 2) (Fin 2) ℝ) !![1, 1; 1, 2] 0 1 = -1 := by
  refine ⟨?_, ?_, ?_⟩
  · ext i j
    fin_cases i <;> fin_cases j <;> norm_num [Matrix.mul_apply, Fin.sum_univ_succ]
  · ext i j
    fin_cases i <;> fin_cases j <;>
      norm_num [Matrix.mul_apply, Fin.sum_univ_succ, Matrix.diagonal]
  · norm_num [weight, Matrix.mul_apply, Fin.sum_univ_succ]

end

end ProjectedDensityOfStates
```

```lean
#print axioms ProjectedDensityOfStates.projected_moment
#print axioms ProjectedDensityOfStates.total_moment
#print axioms ProjectedDensityOfStates.pdos_unique
```

```
'ProjectedDensityOfStates.projected_moment' depends on axioms: [propext, Classical.choice, Quot.sound]
'ProjectedDensityOfStates.total_moment' depends on axioms: [propext, Classical.choice, Quot.sound]
'ProjectedDensityOfStates.pdos_unique' depends on axioms: [propext, Classical.choice, Quot.sound]
```

## Real square orbital sets, exact levels and signed weights

The theorems hold for every finite basis size and every choice of $S$, $H$, $C$ and $e$ that satisfies the two matrix equations. Symmetry of $S$ is a consequence of orthonormality and not an input. The existence of such orbitals is assumed; the file does not construct them from $S$ and $H$.

Three restrictions matter when the identities are used to check a code.

**The orbital set is full.** There are as many orbitals as basis functions. A program that removes near-linear dependencies, or leaves out unoccupied orbitals that the basis provides, has a rectangular $C$. The step from $C^TSC=1$ to $CC^TS=1$ then fails, and with it the row sums and the moment formula in general.

**The coefficients are real.** Complex Bloch orbitals need a conjugate transpose and a definition of the weight to match, and the file treats neither.

**Levels coincide exactly or not at all.** The matrices contain real numbers, not floating-point ones, and `pdos` selects orbitals by the equality `e k = ε`. A numerical eigensolver usually splits a degenerate level by rounding, so a program has to group nearby energies with a tolerance before it compares line strengths. The theorems give no error bound for that grouping, nor for a residual in either matrix equation.

Finally, the unit sums do not turn the weights into probabilities. The example has a weight of $-1$ in a valid orthonormal set, so a negative projected density is not by itself evidence of a bug. Clipping such values to zero would break the unit sums and, in general, the higher moments too.
